# Bounding the quadratic form of an open classical spin chain from below by its end spins

The theorem concerns a finite open chain of M = m + 1 bonds, whose classical spins t₀, …, t_M are vectors of any length in a real inner product space, with nearest-neighbour coupling. For 0 < θ and Mθ < π, it bounds sin(Mθ) times the sum over bonds of cos θ (‖tₖ‖² + ‖tₖ₊₁‖²) − 2⟨tₖ, tₖ₊₁⟩ from below by sin θ times (cos(Mθ)(‖t₀‖² + ‖t_M‖²) − 2⟨t₀, t_M⟩), which involves the end spins alone. For unit spins this reads sin(Mθ) Σ (cos θ − ⟨tₖ, tₖ₊₁⟩) ≥ sin θ (cos(Mθ) − ⟨t₀, t_M⟩). The attempt goes by induction on the number of bonds, using a completed square, `square`, to eliminate the spin that stops being an end when a bond is added.

The first attempt, which Lean rejects:

```lean
import Mathlib

open scoped Real InnerProductSpace
open Finset (range)

namespace OpenChainBound

noncomputable section

variable {V : Type*} [NormedAddCommGroup V] [InnerProductSpace ℝ V]
variable {n : ℕ} [NeZero n]

/-- An open chain of `m + 1` bonds with `0 < θ` and `(m + 1) θ < π`: its quadratic form is
bounded below by an expression in the two end spins alone. -/
theorem open_chain_bound {θ : ℝ} (hθ : 0 < θ) (t : ℕ → V) (m : ℕ)
    (hm : ((m : ℝ) + 1) * θ < π) :
    Real.sin θ * (Real.cos (((m : ℝ) + 1) * θ) * (‖t 0‖ ^ 2 + ‖t (m + 1)‖ ^ 2)
        - 2 * ⟪t 0, t (m + 1)⟫_ℝ)
      ≤ Real.sin (((m : ℝ) + 1) * θ) * ∑ k ∈ range (m + 1),
        (Real.cos θ * (‖t k‖ ^ 2 + ‖t (k + 1)‖ ^ 2) - 2 * ⟪t k, t (k + 1)⟫_ℝ) := by
  induction m with
  | zero => simp
  | succ m ih =>
    have hadd : (((m + 1 : ℕ) : ℝ) + 1) * θ = ((m : ℝ) + 1) * θ + θ := by
      push_cast
      ring
    rw [hadd] at hm ⊢
    have hS : 0 < Real.sin (((m : ℝ) + 1) * θ) :=
      Real.sin_pos_of_pos_of_lt_pi (by positivity) (by linarith)
    have hS' := Real.sin_pos_of_pos_of_lt_pi (by positivity) hm
    have hI := mul_nonneg hS'.le (sub_nonneg.2 (ih (by linarith)))
    -- the square completed when the spin at site `m + 1` is eliminated
    have square : ∀ (a b d : V) (x y z : ℝ), 0 ≤ x ^ 2 * ‖b‖ ^ 2 + y ^ 2 * ‖d‖ ^ 2
        + z ^ 2 * ‖a‖ ^ 2 - 2 * x * y * ⟪b, d⟫_ℝ - 2 * x * z * ⟪a, b⟫_ℝ
        + 2 * y * z * ⟪a, d⟫_ℝ := by
      intro a b d x y z
      have h : 0 ≤ ⟪x • b - y • d - z • a, x • b - y • d - z • a⟫_ℝ :=
        real_inner_self_nonneg
      simp only [inner_sub_left, inner_sub_right, real_inner_smul_left,
        real_inner_smul_right, real_inner_self_eq_norm_sq] at h
      rw [real_inner_comm a b, real_inner_comm a d, real_inner_comm b d] at h
      linarith
    have hQ := square (t 0) (t (m + 1)) (t (m + 1 + 1))
      (Real.sin (((m : ℝ) + 1) * θ + θ)) (Real.sin (((m : ℝ) + 1) * θ)) (Real.sin θ)
    have h1 : Real.sin θ ^ 2 * ‖t 0‖ ^ 2 * (Real.sin (((m : ℝ) + 1) * θ) ^ 2
        + Real.cos (((m : ℝ) + 1) * θ) ^ 2 - 1) = 0 := by
      rw [Real.sin_sq_add_cos_sq]
      ring
    have h2 : Real.sin (((m : ℝ) + 1) * θ) ^ 2 * ‖t (m + 1 + 1)‖ ^ 2
        * (Real.sin θ ^ 2 + Real.cos θ ^ 2 - 1) = 0 := by
      rw [Real.sin_sq_add_cos_sq]
      ring
    rw [Finset.sum_range_succ _ (m + 1)]
    refine le_of_mul_le_mul_left ?_ hS
    rw [Real.sin_add] at hI hQ ⊢
    rw [Real.cos_add]
    linarith

end

end OpenChainBound
```

The error:

```
Main.lean:42:6: error: linarith failed to find a contradiction
V : Type u_1
inst✝¹ : NormedAddCommGroup V
inst✝ : InnerProductSpace ℝ V
θ : ℝ
hθ : 0 < θ
t : ℕ → V
m : ℕ
ih :
  (↑m + 1) * θ < π →
    Real.sin θ * (Real.cos ((↑m + 1) * θ) * (‖t 0‖ ^ 2 + ‖t (m + 1)‖ ^ 2) - 2 * ⟪t 0, t (m + 1)⟫_ℝ) ≤
      Real.sin ((↑m + 1) * θ) *
        ∑ k ∈ range (m + 1), (Real.cos θ * (‖t k‖ ^ 2 + ‖t (k + 1)‖ ^ 2) - 2 * ⟪t k, t (k + 1)⟫_ℝ)
hm : (↑m + 1) * θ + θ < π
hadd : (↑(m + 1) + 1) * θ = (↑m + 1) * θ + θ
hS : 0 < Real.sin ((↑m + 1) * θ)
hS' : 0 < Real.sin ((↑m + 1) * θ + θ)
hI :
  0 ≤
    Real.sin ((↑m + 1) * θ + θ) *
      (Real.sin ((↑m + 1) * θ) *
          ∑ k ∈ range (m + 1), (Real.cos θ * (‖t k‖ ^ 2 + ‖t (k + 1)‖ ^ 2) - 2 * ⟪t k, t (k + 1)⟫_ℝ) -
        Real.sin θ * (Real.cos ((↑m + 1) * θ) * (‖t 0‖ ^ 2 + ‖t (m + 1)‖ ^ 2) - 2 * ⟪t 0, t (m + 1)⟫_ℝ))
a b d : V
x y z : ℝ
h :
  0 ≤
    ‖x • b‖ ^ 2 - x * (y * ⟪b, d⟫_ℝ) - x * (z * ⟪a, b⟫_ℝ) - (y * (x * ⟪b, d⟫_ℝ) - ‖y • d‖ ^ 2 - y * (z * ⟪a, d⟫_ℝ)) -
      (z * (x * ⟪a, b⟫_ℝ) - z * (y * ⟪a, d⟫_ℝ) - ‖z • a‖ ^ 2)
a✝ :
  x ^ 2 * ‖b‖ ^ 2 + y ^ 2 * ‖d‖ ^ 2 + z ^ 2 * ‖a‖ ^ 2 - 2 * x * y * ⟪b, d⟫_ℝ - 2 * x * z * ⟪a, b⟫_ℝ +
      2 * y * z * ⟪a, d⟫_ℝ <
    0
⊢ False
failed
```

Diagnosis. The one error is at the `linarith` that closes `square`. The hypothesis `h` says that the inner product of `x • b - y • d - z • a` with itself is nonnegative, and `simp only` expands it. On a diagonal term such as `⟪x • b, x • b⟫_ℝ`, both `real_inner_smul_left` and `real_inner_self_eq_norm_sq` can apply. The message shows that the second won, leaving `‖x • b‖ ^ 2`, where the scalar is shut inside the norm and the inner-product lemmas no longer reach it.

The goal has `x ^ 2 * ‖b‖ ^ 2` instead. The two are equal, but `linarith` does not use the rule for the norm of a scalar multiple, so it treats `‖x • b‖` and `‖b‖` as unrelated quantities. The same happens with `y • d` and `z • a`.

The added `simp only` rewrites these terms in `h`: `norm_smul` splits the norm into `‖x‖ * ‖b‖`, `mul_pow` distributes the square, `Real.norm_eq_abs` turns `‖x‖` into `|x|`, and `sq_abs` replaces `|x| ^ 2` by `x ^ 2`. Now `h` and the goal agree up to ring arithmetic, which `linarith` can handle.

Fix (accepted with no message):

```diff
@@ -40,4 +40,5 @@
         real_inner_smul_right, real_inner_self_eq_norm_sq] at h
       rw [real_inner_comm a b, real_inner_comm a d, real_inner_comm b d] at h
+      simp only [norm_smul, mul_pow, Real.norm_eq_abs, sq_abs] at h
       linarith
     have hQ := square (t 0) (t (m + 1)) (t (m + 1 + 1))
```
